# Adding two real functions of an angle with only zeroth, second and fourth harmonics gives no new harmonics

The lemma `IsSweep.add` concerns real functions of a real angle θ that are a constant plus real multiples of cos 2θ, sin 2θ, cos 4θ and sin 4θ. It states that if `f` and `g` both have this form, so does their pointwise sum. The coefficients are arbitrary and may vanish, and the statement ties the functions to no particular state or observable. The attempt takes the five coefficients of each function, offers their sums as the coefficients of the new function, and means to check the identity at each θ by rewriting with the two expansions and finishing with `ring`.

Lean 4 with Mathlib refuses this proof:

```lean
import Mathlib

open Real

namespace Add

noncomputable section

/-- A function of the angle built from `1`, `cos 2θ`, `sin 2θ`, `cos 4θ` and `sin 4θ`. -/
def IsSweep (f : ℝ → ℝ) : Prop :=
  ∃ a₀ a₁ b₁ a₂ b₂ : ℝ, ∀ θ, f θ =
    a₀ + a₁ * cos (2 * θ) + b₁ * sin (2 * θ) + a₂ * cos (4 * θ) + b₂ * sin (4 * θ)

/-- The sum of two functions of sweep form has sweep form. -/
theorem IsSweep.add {f g : ℝ → ℝ} (hf : IsSweep f) (hg : IsSweep g) :
    IsSweep (fun θ => f θ + g θ) := by
  obtain ⟨a, b, c, d, e, hf⟩ := hf
  obtain ⟨a', b', c', d', e', hg⟩ := hg
  exact ⟨a + a', b + b', c + c', d + d', e + e', fun θ => by rw [hf, hg]; ring⟩

end

end Add
```

Compiling this gives:

```
Main.lean:19:65: error: Tactic `rewrite` failed: Did not find an occurrence of the pattern
  f ?θ
in the target expression
  (fun θ => f θ + g θ) θ =
    a + a' + (b + b') * cos (2 * θ) + (c + c') * sin (2 * θ) + (d + d') * cos (4 * θ) + (e + e') * sin (4 * θ)

f g : ℝ → ℝ
a b c d e : ℝ
hf : ∀ (θ : ℝ), f θ = a + b * cos (2 * θ) + c * sin (2 * θ) + d * cos (4 * θ) + e * sin (4 * θ)
a' b' c' d' e' : ℝ
hg : ∀ (θ : ℝ), g θ = a' + b' * cos (2 * θ) + c' * sin (2 * θ) + d' * cos (4 * θ) + e' * sin (4 * θ)
θ : ℝ
⊢ (fun θ => f θ + g θ) θ =
    a + a' + (b + b') * cos (2 * θ) + (c + c') * sin (2 * θ) + (d + d') * cos (4 * θ) + (e + e') * sin (4 * θ)
```

This version goes through:

```diff
@@ -17,5 +17,5 @@
   obtain ⟨a, b, c, d, e, hf⟩ := hf
   obtain ⟨a', b', c', d', e', hg⟩ := hg
-  exact ⟨a + a', b + b', c + c', d + d', e + e', fun θ => by rw [hf, hg]; ring⟩
+  exact ⟨a + a', b + b', c + c', d + d', e + e', fun θ => by beta_reduce; rw [hf, hg]; ring⟩
 
 end
```

Diagnosis. The error says that `rw` found no instance of `f ?θ`, the left side of `hf`, in the goal. An `f θ` is visible there, but it sits inside `(fun θ => f θ + g θ) θ`, a function applied to its argument where the argument has not yet been substituted into the body. The θ in that `f θ` is the variable bound by the `fun`, not the angle θ in the context, and `rw` cannot rewrite a term that depends on a variable bound outside that term. The goal has this shape because `IsSweep` speaks of `f θ` for a general function, and here that function is the explicit `fun θ => f θ + g θ`.

The repair puts `beta_reduce` before the rewrite. It performs the substitution, so that the left side becomes `f θ + g θ` with θ the angle in the context. Now `rw [hf, hg]` can replace both terms by their expansions, and `ring` proves the remaining identity. The coefficients offered were right from the start and are unchanged.
